# Invariance of xᵀUx under local SL(2,ℂ) for N qubits, with U the tensor power of iσ_y

Suppose a numerical search over invertible local filters fails to turn a four-qubit GHZ state into a product state. The failure settles nothing, because the optimiser may simply have stopped too early. Norms and overlaps do not help either: a filter such as diag(2, 1/2) on one qubit changes both. It would be enough to have a number that every invertible local operation multiplies by a known nonzero factor, that is zero on all product states, and that is not zero on the GHZ state.

For pure states of N qubits, with N even and positive, xᵀUx is such a number. Here x is the column of amplitudes, U is the N-fold tensor power of iσ_y, and xᵀ is the transpose without complex conjugation. If A is the tensor product of 2×2 complex matrices A_0, …, A_{N−1}, then

AᵀUA = (∏_i det A_i) U.

When every determinant is 1, xᵀUx does not change at all. For even N ≥ 2 the transformation law, together with the values on product and GHZ-type states, shows that no invertible local operator turns a|0…0⟩ + b|1…1⟩ with a and b nonzero into a product state.

In Lean 4 with Mathlib:

```lean
import Mathlib

open Matrix

namespace LocalSLInvariant

noncomputable section
```

## States, local operators and the spin flip

On one qubit, in the basis |0⟩, |1⟩, the matrix

iσ_y = ( 0  1 ; −1  0 )

is real and antisymmetric. Followed by complex conjugation of the amplitudes, it represents time reversal of a spin 1/2, with the phase convention fixed by this choice of sign.

```lean
/-- The single-qubit matrix `i σ_y`. -/
def iSigmaY : Matrix (Fin 2) (Fin 2) ℂ := !![0, 1; -1, 0]
```

A basis state of N qubits is a bit string s = (s_0, …, s_{N−1}), and the tensor product has entries

A(s,t) = ∏_i A_i(s_i, t_i).

```lean
/-- The tensor product of the single-qubit matrices `A i`, acting on functions of `N`-bit
strings; its entries are products of single-site entries. -/
def localOp {N : ℕ} (A : Fin N → Matrix (Fin 2) (Fin 2) ℂ) :
    Matrix (Fin N → Fin 2) (Fin N → Fin 2) ℂ :=
  Matrix.of fun s t => ∏ i, A i (s i) (t i)
```

The type `Fin N → Fin 2` is the set of bit strings, and a state is a function from it to ℂ. In the code `A` is the whole family of single-qubit matrices, and `localOp A` is their tensor product. Nothing is assumed about the matrices: they may be non-unitary or singular.

Taking iσ_y on every site gives

U(s,t) = ∏_i (iσ_y)(s_i, t_i),

so U connects each string only to its bitwise complement, with a sign.

```lean
/-- The `N`-fold tensor power of `i σ_y`. -/
def spinFlip (N : ℕ) : Matrix (Fin N → Fin 2) (Fin N → Fin 2) ℂ :=
  localOp fun _ => iSigmaY
```

The quantity of interest is the diagonal value of a bilinear form,

xᵀUy = Σ_s Σ_t x(s) U(s,t) y(t).

```lean
/-- The bilinear form `xᵀ U y` on `N`-qubit states, with `U` the tensor power of `i σ_y`
and no complex conjugation. -/
def flipForm {N : ℕ} (x y : (Fin N → Fin 2) → ℂ) : ℂ :=
  x ⬝ᵥ (spinFlip N *ᵥ y)
```

This is not the Hilbert-space inner product, since neither argument is conjugated. If K is complex conjugation and Θ = UK is time reversal of all N spins, then xᵀUx = ⟨Θx|x⟩, the overlap of a state with its time-reversed partner.

Two families of states will be tested. A product state with single-qubit vectors v_i has amplitudes

x(s) = ∏_i v_i(s_i).

```lean
/-- The product state with single-qubit factors `v i`. -/
def productState {N : ℕ} (v : Fin N → Fin 2 → ℂ) : (Fin N → Fin 2) → ℂ :=
  fun s => ∏ i, v i (s i)
```

A GHZ-type state is

x = a|0…0⟩ + b|1…1⟩.

```lean
/-- The unnormalised GHZ-type state `a |0…0⟩ + b |1…1⟩` of `N` qubits. -/
def ghz (N : ℕ) (a b : ℂ) : (Fin N → Fin 2) → ℂ :=
  a • Pi.single 0 1 + b • Pi.single 1 1
```

In `ghz`, the indices `0` and `1` are the constant strings 0…0 and 1…1, and `Pi.single` is the corresponding basis vector. No normalisation is imposed; the usual GHZ state has a = b = 1/√2.

## From one qubit to N

Let A and B be two tensor products. Their matrix product is a sum over intermediate strings r, and this sum factorises over the sites:

(AB)(s,t) = Σ_r ∏_i A_i(s_i, r_i) B_i(r_i, t_i)
= ∏_i Σ_k A_i(s_i, k) B_i(k, t_i)
= ∏_i (A_i B_i)(s_i, t_i).

In the second line k runs over the two values of a single bit.

```lean
/-- Tensor products of single-qubit matrices multiply site by site. -/
theorem localOp_mul {N : ℕ} (A B : Fin N → Matrix (Fin 2) (Fin 2) ℂ) :
    localOp A * localOp B = localOp fun i => A i * B i := by
  ext s t
  simp only [localOp, Matrix.mul_apply, Matrix.of_apply, ← Finset.prod_mul_distrib]
  -- a product of sums over single bits is a sum over bit strings
  rw [Finset.prod_univ_sum, Fintype.piFinset_univ]
```

The exchange of sum and product is `Finset.prod_univ_sum`, applied to the right-hand side: expanding a product of N two-term sums gives one term for each bit string.

Now take one site and write A_i = ( α  β ; γ  δ ). Then

iσ_y A_i = ( γ  δ ; −α  −β ),

and multiplying from the left by A_iᵀ = ( α  γ ; β  δ ) gives

A_iᵀ (iσ_y) A_i = ( αγ − γα   αδ − γβ ; βγ − δα   βδ − δβ )
= (αδ − βγ) ( 0  1 ; −1  0 )
= det A_i · iσ_y.

```lean
/-- On one qubit, `Aᵀ (i σ_y) A = det A · i σ_y` for every complex matrix `A`. -/
theorem transpose_mul_iSigmaY_mul (A : Matrix (Fin 2) (Fin 2) ℂ) :
    Aᵀ * iSigmaY * A = A.det • iSigmaY := by
  ext i j
  fin_cases i <;> fin_cases j <;>
    simp [iSigmaY, Matrix.mul_apply, Fin.sum_univ_succ, Matrix.det_fin_two] <;> ring
```

The proof runs through the same four entries: `fin_cases` separates them, `simp` writes out the sums and the determinant, and `ring` checks the polynomial identities.

The transpose of a tensor product is the tensor product of the transposes. Multiplying site by site therefore gives

AᵀUA = ⊗_i (A_iᵀ (iσ_y) A_i)
= ⊗_i (det A_i · iσ_y)
= (∏_i det A_i) U.

```lean
/-- For any single-qubit matrices `A i` with tensor product `A`, the tensor power `U` of
`i σ_y` satisfies `Aᵀ U A = (∏ det A i) U`. -/
theorem transpose_mul_spinFlip_mul {N : ℕ} (A : Fin N → Matrix (Fin 2) (Fin 2) ℂ) :
    (localOp A)ᵀ * spinFlip N * localOp A = (∏ i, (A i).det) • spinFlip N := by
  have hT : (localOp A)ᵀ = localOp fun i => (A i)ᵀ := by
    ext s t
    rfl
  -- reduce to the one-qubit identity on every site
  rw [hT, spinFlip, localOp_mul, localOp_mul]
  simp only [transpose_mul_iSigmaY_mul]
  ext s t
  simp only [localOp, Matrix.of_apply, Matrix.smul_apply, smul_eq_mul,
    Finset.prod_mul_distrib]
```

In the proof, `hT` is the statement about the transpose. The two uses of `localOp_mul` collect the three factors on each site, where the one-qubit identity applies. The last `simp only` pulls the determinants out of the product over sites. The identity holds for every N, including N = 0, where both sides are the 1×1 matrix 1.

## Which local operators preserve U

If ∏_i det A_i = 1, then AᵀUA = U. Conversely, suppose AᵀUA = U and compare the entries between 0…0 and 1…1. There U equals 1, since each site contributes (iσ_y)(0,1) = 1, so

∏_i det A_i · 1 = 1.

```lean
/-- A tensor product of single-qubit matrices preserves `U`, in the sense `Aᵀ U A = U`,
exactly when the product of their determinants is one. -/
theorem preserves_spinFlip_iff {N : ℕ} (A : Fin N → Matrix (Fin 2) (Fin 2) ℂ) :
    (localOp A)ᵀ * spinFlip N * localOp A = spinFlip N ↔ ∏ i, (A i).det = 1 := by
  rw [transpose_mul_spinFlip_mul]
  constructor
  · intro h
    -- compare the entries between 0…0 and 1…1, where U equals one
    have h01 : spinFlip N 0 1 = 1 := by simp [spinFlip, localOp, iSigmaY]
    have h' := congrFun (congrFun h 0) 1
    rw [Matrix.smul_apply, h01, smul_eq_mul, mul_one] at h'
    exact h'
  · intro h
    rw [h, one_smul]
```

The condition concerns only the product of the determinants. One qubit may carry determinant 2 and another 1/2. This gives no new operators, however, because scalars can be moved between the tensor factors. For N ≥ 1, divide each A_i by a square root of its determinant, with the signs chosen so that the roots multiply to 1: the tensor product is unchanged, and every determinant becomes 1.

## The form under local operations

Apply the same local operator to both arguments and regroup:

(Ax)ᵀ U (Ay) = xᵀ (AᵀUA) y = (∏_i det A_i) xᵀUy.

```lean
/-- Acting with the same local operator on both states multiplies `xᵀ U y` by the product
of the single-qubit determinants. -/
theorem flipForm_localOp {N : ℕ} (A : Fin N → Matrix (Fin 2) (Fin 2) ℂ)
    (x y : (Fin N → Fin 2) → ℂ) :
    flipForm (localOp A *ᵥ x) (localOp A *ᵥ y) = (∏ i, (A i).det) * flipForm x y := by
  -- move the left operator across the dot product
  have h : x ⬝ᵥ (((localOp A)ᵀ * spinFlip N * localOp A) *ᵥ y)
      = (localOp A *ᵥ x) ⬝ᵥ (spinFlip N *ᵥ (localOp A *ᵥ y)) := by
    rw [Matrix.mul_assoc, ← Matrix.mulVec_mulVec, Matrix.dotProduct_mulVec,
      Matrix.vecMul_transpose, ← Matrix.mulVec_mulVec]
  rw [flipForm, ← h, transpose_mul_spinFlip_mul, Matrix.smul_mulVec, dotProduct_smul,
    smul_eq_mul, flipForm]
```

The auxiliary statement `h` is the regrouping, which moves the left-hand A across the dot product as a transpose. The main identity then supplies the factor.

If each A_i has determinant 1, the factor is 1 and

(Ax)ᵀ U (Ax) = xᵀUx.

```lean
/-- The quantity `xᵀ U x` of an `N`-qubit state is invariant under local `SL(2,ℂ)`
operations, chosen independently on each qubit. -/
theorem flipForm_specialLinear {N : ℕ} (A : Fin N → Matrix.SpecialLinearGroup (Fin 2) ℂ)
    (x : (Fin N → Fin 2) → ℂ) :
    flipForm (localOp (fun i => (A i).1) *ᵥ x) (localOp (fun i => (A i).1) *ᵥ x)
      = flipForm x x := by
  have h : ∏ i, ((A i).1).det = 1 := Finset.prod_eq_one fun i _ => (A i).2
  rw [flipForm_localOp, h, one_mul]
```

The type `Matrix.SpecialLinearGroup (Fin 2) ℂ` consists of 2×2 complex matrices together with a proof that their determinant is 1, and `(A i).1` is the matrix itself. The matrices are chosen independently on each qubit.

Physically, an invertible A_i, suitably scaled, describes one outcome of a generalised measurement on qubit i. The invariance refers to the vector Ax as it stands. If the state after the filter is normalised, its value is

(∏_i det A_i) xᵀUx / ‖Ax‖².

Normalising can change the size of a nonzero value, but it cannot make that value zero.

## Product states give zero

For a product state both the action of U and the dot product factorise, so

xᵀUx = ∏_i v_iᵀ (iσ_y) v_i.

Each factor vanishes by antisymmetry:

v_iᵀ (iσ_y) v_i = v_i(0) v_i(1) − v_i(1) v_i(0) = 0.

With at least one qubit there is at least one such factor, and the product is zero.

```lean
/-- For at least one qubit, `xᵀ U x` vanishes on every product state. -/
theorem flipForm_productState {N : ℕ} (hN : 0 < N) (v : Fin N → Fin 2 → ℂ) :
    flipForm (productState v) (productState v) = 0 := by
  have hU : spinFlip N *ᵥ productState v = productState fun i => iSigmaY *ᵥ v i := by
    ext s
    simp only [spinFlip, localOp, productState, Matrix.mulVec, dotProduct, Matrix.of_apply,
      ← Finset.prod_mul_distrib]
    rw [Finset.prod_univ_sum, Fintype.piFinset_univ]
  have hdot (w : Fin N → Fin 2 → ℂ) :
      productState v ⬝ᵥ productState w = ∏ i, v i ⬝ᵥ w i := by
    simp only [productState, dotProduct, ← Finset.prod_mul_distrib]
    rw [Finset.prod_univ_sum, Fintype.piFinset_univ]
  rw [flipForm, hU, hdot]
  -- the factor of the first qubit is zero, since i σ_y is antisymmetric
  apply Finset.prod_eq_zero (Finset.mem_univ (⟨0, hN⟩ : Fin N))
  simp [iSigmaY, Matrix.mulVec, dotProduct, Fin.sum_univ_succ]
  ring
```

The statements `hU` and `hdot` are the two factorisations, each resting on the same exchange of sum and product as before. One vanishing factor suffices, and the proof takes the one at site 0. The hypothesis `0 < N` provides that site; for N = 0 the product is empty and equals 1.

## GHZ-type states

For x = a|0…0⟩ + b|1…1⟩, only four entries of U enter:

xᵀUx = a² U(0…0, 0…0) + ab U(0…0, 1…1) + ba U(1…1, 0…0) + b² U(1…1, 1…1).

The two diagonal entries vanish for N ≥ 1, because iσ_y has zeros on its diagonal. The other two are 1 and (−1)^N. Hence

xᵀUx = (1 + (−1)^N) ab.

```lean
/-- For at least one qubit, the state `a |0…0⟩ + b |1…1⟩` has
`xᵀ U x = (1 + (-1)^N) a b`. -/
theorem flipForm_ghz {N : ℕ} (hN : 0 < N) (a b : ℂ) :
    flipForm (ghz N a b) (ghz N a b) = (1 + (-1) ^ N) * (a * b) := by
  have h00 : spinFlip N 0 0 = 0 := by simp [spinFlip, localOp, iSigmaY, hN.ne']
  have h01 : spinFlip N 0 1 = 1 := by simp [spinFlip, localOp, iSigmaY]
  have h10 : spinFlip N 1 0 = (-1) ^ N := by simp [spinFlip, localOp, iSigmaY]
  have h11 : spinFlip N 1 1 = 0 := by simp [spinFlip, localOp, iSigmaY, hN.ne']
  simp only [flipForm, ghz, Matrix.mulVec_add, Matrix.mulVec_smul, add_dotProduct,
    dotProduct_add, smul_dotProduct, dotProduct_smul, Matrix.mulVec_single_one,
    single_one_dotProduct, Matrix.col_apply, h00, h01, h10, h11, smul_eq_mul]
  ring
```

The facts `h00`, `h01`, `h10` and `h11` are these four entries, and the `simp only` step expands the form by bilinearity. For even N the value is 2ab, which is 1 for the normalised GHZ state with a = b = 1/√2.

For odd N the value is 0. This is an instance of Kramers' argument: for an odd number of spins 1/2 the matrix U is antisymmetric, and every state is orthogonal to its time-reversed partner. For odd N a zero value is therefore no evidence that a state is a product. The three-qubit GHZ state is entangled, and the form does not see it.

Among positive N, two qubits are the smallest case in which xᵀUx can be nonzero. Writing out U for N = 2 gives

xᵀUx = 2 (x(00) x(11) − x(01) x(10)),

which is twice the determinant of the 2×2 table of amplitudes. For a normalised pure state its modulus is the concurrence, and here zero does mean that the state is a product. For even N ≥ 4 it does not. The equal superposition of all strings with exactly one 1 is entangled, yet the form vanishes on it, because the complement of such a string contains N − 1 ≥ 3 ones.

## No invertible local route to a product state

Let N be even and positive, let a and b be nonzero, and let every A_i be invertible. Suppose that Ax were a product state. Its form would be zero, while the transformation law gives

0 = (Ax)ᵀ U (Ax) = (∏_i det A_i) · 2ab.

None of the factors on the right is zero, which is a contradiction.

```lean
/-- For an even, positive number of qubits and nonzero `a`, `b`, no invertible local
operator turns `a |0…0⟩ + b |1…1⟩` into a product state. -/
theorem ghz_not_locally_product {N : ℕ} (hN : 0 < N) (hE : Even N) {a b : ℂ}
    (ha : a ≠ 0) (hb : b ≠ 0) (A : Fin N → Matrix (Fin 2) (Fin 2) ℂ)
    (hA : ∀ i, (A i).det ≠ 0) (v : Fin N → Fin 2 → ℂ) :
    localOp A *ᵥ ghz N a b ≠ productState v := by
  intro h
  -- the form is zero on the product state but not on the transformed GHZ state
  have h1 := flipForm_localOp A (ghz N a b) (ghz N a b)
  rw [h, flipForm_productState hN, flipForm_ghz hN, hE.neg_one_pow] at h1
  have hdet : ∏ i, (A i).det ≠ 0 := Finset.prod_ne_zero_iff.mpr fun i _ => hA i
  have h2 : (1 + 1 : ℂ) ≠ 0 := by norm_num
  exact mul_ne_zero hdet (mul_ne_zero h2 (mul_ne_zero ha hb)) h1.symm

end

end LocalSLInvariant
```

The hypothesis `hA` says that each determinant is nonzero, which is invertibility on each qubit. In the proof, `h1` becomes the displayed equation once the values for product and GHZ-type states have been inserted, and the last line contradicts it.

This settles the question left open by the failed search, for the pure states a|0…0⟩ + b|1…1⟩ with a and b nonzero on an even, positive number of qubits: no choice of invertible filters reaches a product state, whatever the optimiser does. The theorem does not say how close one can come. The filter diag(ε, 1) on a single qubit, with ε > 0, produces

εa|0…0⟩ + b|1…1⟩,

which approaches a product state as ε → 0. Its form is 2εab, nonzero for every such ε and zero only in the limit, where the filter is no longer invertible. A search that minimises the distance to the product states can thus report ever smaller values without a solution existing. Mixed states and operations that act jointly on several qubits are not covered.

```lean
#print axioms LocalSLInvariant.preserves_spinFlip_iff
#print axioms LocalSLInvariant.flipForm_specialLinear
#print axioms LocalSLInvariant.ghz_not_locally_product
```

```
'LocalSLInvariant.preserves_spinFlip_iff' depends on axioms: [propext, Classical.choice, Quot.sound]
'LocalSLInvariant.flipForm_specialLinear' depends on axioms: [propext, Classical.choice, Quot.sound]
'LocalSLInvariant.ghz_not_locally_product' depends on axioms: [propext, Classical.choice, Quot.sound]
```
